# Weighted derivatives of $(x^2-1)^l$ solve the polar equations of angular momentum

## The polar angle in a central field

A spinless particle in a central potential has stationary states of the form $R(r)\,\Theta(\theta)\,e^{im\varphi}$, with $\hbar^2 l(l+1)$ the value of $\mathbf L^2$ and $\hbar m$ that of $L_z$. Write $x=\cos\theta$ and $\Theta(\theta)=f(x)$. The dependence on the polar angle then obeys the associated Legendre equation

$$\big((1-x^2)f'\big)'+\Big(l(l+1)-\frac{m^2}{1-x^2}\Big)f=0 .$$

Only $m^2$ enters, so it is enough to take $m\ge 0$. For $m=0$ this is Legendre's equation, which has a polynomial solution for each natural $l$. For $m>0$ there is a term that is singular at the poles $x=\pm1$. Can the solutions for $m>0$ be obtained from the one for $m=0$, and where does the sequence end?

## Differentiate, then restore the weight

Let $w=(x^2-1)^l$ be the seed, $P=w^{(l)}$ its $l$-th derivative, and $y=P^{(m)}$. In Lean these are `seed l`, `rodrigues l` and `polar l m`, all of them real polynomials. For all natural $l$ and $m$ the theorems say the following.

- `rodrigues_legendre`: $P$ has degree exactly $l$, and $((1-x^2)P')'+l(l+1)P=0$.
- `polar_equation`: $(1-x^2)y''-2(m+1)x\,y'+(l-m)(l+m+1)\,y=0$.
- `polar_degree` and `polar_eq_zero_iff`: if $m+j=l$, then $y$ has degree $j$; and $y=0$ exactly when $m>l$.
- `assocLegendre_equation`: $f(x)=(1-x^2)^{m/2}y(x)$ solves the associated Legendre equation at every $x$ with $x^2<1$.

The first two differential equations are identities in `ℝ[X]`, so they hold at every real $x$. The numbers $l$ and $m$ are cast into `ℝ[X]` before they are subtracted, so $l-m$ may be negative. In the last theorem `HasDerivAt` states that the flux $(1-x^2)f'$ is differentiable at $x$ and gives its derivative. The inner $f'$ is written with `deriv`, which would return zero where $f$ had no derivative; `hasDerivAt_weighted` shows that $f$ does have one throughout the open interval.

Nothing here is normalised. The usual Legendre polynomial is $P/(2^l\,l!)$, and $f/(2^l\,l!)$ is the usual associated function without the phase $(-1)^m$. For $l=2$ one finds $P=12x^2-4$, hence $P/8=(3x^2-1)/2$, and then $y=24x,\ 24,\ 0$ for $m=1,2,3$.

The theorems take $l$ to be a natural number and do not derive that from regularity at the poles. They also leave aside orthogonality and the second solution of each equation. In a one-particle central-field model, the angular parts of the usual s, p, d and f orbitals are spherical harmonics or linear combinations of them with the same $l$. Up to normalisation and phase, the harmonics with $0\le m\le l$ are the functions $f(\cos\theta)e^{im\varphi}$, and those with negative $m$ are their complex conjugates.

## One equation for every derivative of the seed

The seed obeys a first-order equation,

$$(x^2-1)w'=2l\,x\,w .$$

For $l=0$ both sides vanish. If it holds for $w$, then the next seed $v=w\,(x^2-1)$ has $v'=w'(x^2-1)+2xw$, so

$$(x^2-1)v'=(x^2-1)\,2lxw+2x(x^2-1)w=2(l+1)x\,v .$$

Differentiating the first-order equation once gives $(x^2-1)w''+2xw'=2lw+2lxw'$, that is,

$$(1-x^2)w''+2(l-1)x\,w'+2l\,w=0 .$$

This is the case $k=0$ of an equation for $u=w^{(k)}$:

$$(1-x^2)u''+2(l-k-1)x\,u'+(k+1)(2l-k)\,u=0 .$$

Suppose that it holds for $k$, and differentiate:

$$(1-x^2)u'''+2(l-k-2)x\,u''+\big[2(l-k-1)+(k+1)(2l-k)\big]u'=0 .$$

The bracket equals $(k+2)(2l-k-1)$, so $u'$ satisfies the equation for $k+1$.

At $k=l$ the coefficients are $-2x$ and $l(l+1)$. Since $((1-x^2)P')'=(1-x^2)P''-2xP'$, this is Legendre's equation. At $k=m+l$ they are $-2(m+1)x$ and $(l+m+1)(l-m)$, which gives the equation for $y$.

## Where the ladder ends

The seed has leading term $x^{2l}$. For $m\le l$, differentiating it $m+l$ times gives

$$\frac{(2l)!}{(l-m)!}\,x^{l-m},$$

whose coefficient is not zero, so $y$ has degree $l-m$. For $m>l$ the number of derivatives exceeds the degree $2l$, and $y=0$.

## The weighted function inside the interval

Put $s=1-x^2>0$. For a polynomial $q$ and a real exponent $a$,

$$(s^a q)'=s^a\Big(q'-\frac{2ax}{s}\,q\Big).$$

With $a=m/2$ and $q=y$ this gives

$$s f'=s^{m/2}g,\qquad g=s\,y'-mx\,y .$$

The flux has the same form as $f$, so the rule applies again:

$$(sf')'=s^{m/2}\Big(g'-\frac{mx}{s}\,g\Big)
=s^{m/2}\Big(s\,y''-2(m+1)x\,y'+\Big(\frac{m^2x^2}{s}-m\Big)y\Big).$$

Now use $x^2/s=1/s-1$, and replace the first two terms by $-(l-m)(l+m+1)y=-\big(l(l+1)-m^2-m\big)y$. The terms $m^2$ and $m$ cancel, which leaves

$$(sf')'=-\Big(l(l+1)-\frac{m^2}{s}\Big)f .$$

## The square root at the pole

The condition $x^2<1$ matters already for $l=m=1$, where $f(x)=2\sqrt{1-x^2}$. Inside the interval the flux is $-2t\sqrt{1-t^2}$, and at $t=1$ it is zero because of the factor $1-t^2$. Its difference quotient at $1$, taken from the left, is

$$\frac{-2t\sqrt{1-t^2}}{t-1}=2t\sqrt{\frac{1+t}{1-t}},$$

which grows without bound as $t\to1$. The flux therefore has no derivative at the pole, and the conclusion of `assocLegendre_equation` fails there.

## A Gaussian seed gives the oscillator

The same argument works for $w=e^{-x^2}$, which obeys $w'=-2xw$. Repeated differentiation gives $u''+2xu'+2(k+1)u=0$ for $u=w^{(k)}$. Writing $u=(-1)^kH_k\,e^{-x^2}$ turns this into Hermite's equation $H_k''-2xH_k'+2kH_k=0$, familiar from the harmonic oscillator.

## The Lean file

```lean
import Mathlib

open Polynomial

namespace LegendrePolarLadder

noncomputable section

/-- The seed polynomial `(X² - 1)^l`. -/
def seed (l : ℕ) : ℝ[X] := (X ^ 2 - 1) ^ l

/-- The unnormalised Legendre polynomial: the `l`-th derivative of the seed. -/
def rodrigues (l : ℕ) : ℝ[X] := derivative^[l] (seed l)

/-- The polar factor: the `m`-th derivative of the unnormalised Legendre polynomial. -/
def polar (l m : ℕ) : ℝ[X] := derivative^[m] (rodrigues l)

/-- The unnormalised associated Legendre function `(1 - x²)^(m/2) y(x)`, with `y` the polar
factor, for `-1 ≤ x ≤ 1`. -/
def assocLegendre (l m : ℕ) (x : ℝ) : ℝ :=
  (1 - x ^ 2) ^ ((m : ℝ) / 2) * (polar l m).eval x

/-- The derivative of `X²` is `2X`. -/
lemma derivative_square : derivative (X ^ 2 : ℝ[X]) = 2 * X := by
  rw [pow_two, derivative_mul, derivative_X]
  ring

/-- The seed `w` obeys the first-order equation `(X² - 1) w' = 2 l X w`. -/
theorem seed_first_order (l : ℕ) :
    (X ^ 2 - 1) * derivative (seed l) = 2 * (l : ℝ[X]) * X * seed l := by
  induction l with
  | zero => simp [seed]
  | succ l ih =>
    have hs : seed (l + 1) = seed l * (X ^ 2 - 1) := pow_succ _ _
    rw [hs, derivative_mul, derivative_sub, derivative_square, derivative_one]
    push_cast
    linear_combination (X ^ 2 - 1) * ih

/-- The `k`-th derivative `u` of the seed satisfies
`(1 - X²) u'' + 2 (l - k - 1) X u' + (k + 1)(2l - k) u = 0`, for every `k`. -/
theorem seed_ladder (l k : ℕ) :
    (1 - X ^ 2) * derivative (derivative (derivative^[k] (seed l)))
      + 2 * ((l : ℝ[X]) - (k : ℝ[X]) - 1) * X * derivative (derivative^[k] (seed l))
      + ((k : ℝ[X]) + 1) * (2 * (l : ℝ[X]) - (k : ℝ[X])) * derivative^[k] (seed l) = 0 := by
  induction k with
  | zero =>
    -- differentiate the first-order equation once
    have h := congrArg derivative (seed_first_order l)
    simp only [derivative_mul, derivative_sub, derivative_square, derivative_one,
      derivative_X, derivative_natCast, derivative_ofNat] at h
    simp only [Function.iterate_zero, id_eq, Nat.cast_zero]
    linear_combination -h
  | succ k ih =>
    -- each further derivative shifts the coefficients by one rung
    have h := congrArg derivative ih
    simp only [derivative_add, derivative_mul, derivative_sub, derivative_square,
      derivative_one, derivative_X, derivative_natCast, derivative_ofNat,
      derivative_zero] at h
    simp only [Function.iterate_succ_apply']
    push_cast
    linear_combination h

/-- The polar factor is the `(m + l)`-th derivative of the seed. -/
lemma polar_eq (l m : ℕ) : polar l m = derivative^[m + l] (seed l) :=
  (Function.iterate_add_apply _ m l _).symm

/-- The seed is monic of degree `2l`. -/
lemma seed_monic (l : ℕ) : (seed l).Monic ∧ (seed l).natDegree = 2 * l := by
  have e : (X ^ 2 - 1 : ℝ[X]) = X ^ 2 - C 1 := by rw [map_one]
  have h : (X ^ 2 - C 1 : ℝ[X]).Monic := monic_X_pow_sub_C 1 two_ne_zero
  unfold seed
  rw [e]
  exact ⟨h.pow l, by rw [h.natDegree_pow, natDegree_X_pow_sub_C, mul_comm]⟩

/-- If `m + j = l`, the polar factor has degree exactly `j`. -/
theorem polar_degree {l m j : ℕ} (h : m + j = l) :
    (polar l m).degree = (j : WithBot ℕ) := by
  obtain ⟨hmon, hdeg⟩ := seed_monic l
  rw [polar_eq]
  apply degree_eq_of_le_of_coeff_ne_zero
  · have hle := natDegree_iterate_derivative (seed l) (m + l)
    rw [hdeg] at hle
    exact natDegree_le_iff_degree_le.mp (by omega)
  · -- the leading coefficient of the seed survives, times a positive integer
    have hj : j + (m + l) = (seed l).natDegree := by rw [hdeg]; omega
    have hc : (seed l).coeff (j + (m + l)) = 1 := by rw [hj, hmon.coeff_natDegree]
    rw [coeff_iterate_derivative, hc, nsmul_eq_mul, mul_one, Nat.cast_ne_zero, Ne,
      Nat.descFactorial_eq_zero_iff_lt]
    omega

/-- The polar factor vanishes identically exactly when `m` exceeds `l`. -/
theorem polar_eq_zero_iff (l m : ℕ) : polar l m = 0 ↔ l < m := by
  constructor
  · intro h0
    by_contra hlm
    have hd := polar_degree (l := l) (m := m) (j := l - m) (by omega)
    rw [h0, degree_zero] at hd
    exact WithBot.bot_ne_coe hd
  · intro h
    rw [polar_eq]
    exact iterate_derivative_eq_zero (by rw [(seed_monic l).2]; omega)

/-- The `l`-th derivative `P` of `(X² - 1)^l` has degree `l` and solves Legendre's equation
`((1 - X²) P')' + l (l + 1) P = 0`. -/
theorem rodrigues_legendre (l : ℕ) :
    (rodrigues l).degree = (l : WithBot ℕ) ∧
    derivative ((1 - X ^ 2) * derivative (rodrigues l))
      + (l : ℝ[X]) * ((l : ℝ[X]) + 1) * rodrigues l = 0 := by
  refine ⟨polar_degree (m := 0) (zero_add l), ?_⟩
  have h := seed_ladder l l
  rw [derivative_mul, derivative_sub, derivative_square, derivative_one]
  unfold rodrigues
  linear_combination h

/-- The polar factor `y` solves
`(1 - X²) y'' - 2 (m + 1) X y' + (l - m)(l + m + 1) y = 0` for all `l` and `m`. -/
theorem polar_equation (l m : ℕ) :
    (1 - X ^ 2) * derivative (derivative (polar l m))
      - 2 * ((m : ℝ[X]) + 1) * X * derivative (polar l m)
      + ((l : ℝ[X]) - (m : ℝ[X])) * ((l : ℝ[X]) + (m : ℝ[X]) + 1) * polar l m = 0 := by
  have h := seed_ladder l (m + l)
  rw [← polar_eq] at h
  push_cast at h
  linear_combination h

/-- Product rule for a polynomial `q` weighted by `(1 - x²)^a`, inside `-1 < x < 1`. -/
lemma hasDerivAt_weighted (a : ℝ) (q : ℝ[X]) {x : ℝ} (hx : x ^ 2 < 1) :
    HasDerivAt (fun t : ℝ => (1 - t ^ 2) ^ a * q.eval t)
      ((1 - x ^ 2) ^ a *
        ((derivative q).eval x - 2 * a * x * (1 - x ^ 2)⁻¹ * q.eval x)) x := by
  have hs : (1 - x ^ 2 : ℝ) ≠ 0 := by linarith
  have h1 : HasDerivAt (fun t : ℝ => 1 - t ^ 2) (-(2 * x)) x :=
    ((hasDerivAt_pow 2 x).const_sub 1).congr_deriv (by norm_num)
  have h2 : HasDerivAt (fun t : ℝ => (1 - t ^ 2) ^ a)
      (-(2 * x) * a * (1 - x ^ 2) ^ (a - 1)) x := h1.rpow_const (Or.inl hs)
  refine (h2.fun_mul (q.hasDerivAt x)).congr_deriv ?_
  rw [Real.rpow_sub_one hs]
  ring

/-- Inside `-1 < x < 1` the associated Legendre function `f` solves
`((1 - x²) f')' = -(l (l + 1) - m² / (1 - x²)) f`. -/
theorem assocLegendre_equation (l m : ℕ) {x : ℝ} (hx : x ^ 2 < 1) :
    HasDerivAt (fun t : ℝ => (1 - t ^ 2) * deriv (assocLegendre l m) t)
      (-((l : ℝ) * (l + 1) - (m : ℝ) ^ 2 / (1 - x ^ 2)) * assocLegendre l m x) x := by
  -- the flux `(1 - t²) f'` is again a weighted polynomial
  have flux : ∀ t : ℝ, t ^ 2 < 1 → (1 - t ^ 2) * deriv (assocLegendre l m) t =
      (1 - t ^ 2) ^ ((m : ℝ) / 2) *
        ((1 - X ^ 2) * derivative (polar l m) - (m : ℝ[X]) * X * polar l m).eval t := by
    intro t ht
    have hi : (1 - t ^ 2) * (1 - t ^ 2)⁻¹ = 1 := mul_inv_cancel₀ (by linarith)
    have hd : HasDerivAt (assocLegendre l m) _ t :=
      hasDerivAt_weighted ((m : ℝ) / 2) (polar l m) ht
    rw [hd.deriv]
    simp only [eval_sub, eval_mul, eval_pow, eval_X, eval_one, eval_natCast]
    linear_combination
      (-(1 - t ^ 2) ^ ((m : ℝ) / 2) * m * t * (polar l m).eval t) * hi
  have hn : {t : ℝ | t ^ 2 < 1} ∈ nhds x :=
    (isOpen_lt (continuous_pow 2) continuous_const).mem_nhds hx
  refine ((hasDerivAt_weighted ((m : ℝ) / 2) _ hx).congr_of_eventuallyEq
    (Filter.mem_of_superset hn flux)).congr_deriv ?_
  -- insert the polar equation at the point `x`
  have ho := congrArg (eval x) (polar_equation l m)
  have hi : (1 - x ^ 2) * (1 - x ^ 2)⁻¹ = 1 := mul_inv_cancel₀ (by linarith)
  simp only [eval_add, eval_sub, eval_mul, eval_pow, eval_X, eval_one, eval_natCast,
    eval_ofNat, eval_zero] at ho
  simp only [assocLegendre, derivative_sub, derivative_mul, derivative_square,
    derivative_one, derivative_X, derivative_natCast, eval_add, eval_sub, eval_mul,
    eval_pow, eval_X, eval_one, eval_natCast, eval_ofNat, eval_zero]
  linear_combination (1 - x ^ 2) ^ ((m : ℝ) / 2) * ho
    - (1 - x ^ 2) ^ ((m : ℝ) / 2) * (m * x * (derivative (polar l m)).eval x
      + (m : ℝ) ^ 2 * (polar l m).eval x) * hi

end

end LegendrePolarLadder
```

```lean
#print axioms LegendrePolarLadder.polar_eq_zero_iff
#print axioms LegendrePolarLadder.rodrigues_legendre
#print axioms LegendrePolarLadder.polar_equation
#print axioms LegendrePolarLadder.assocLegendre_equation
```

```
'LegendrePolarLadder.polar_eq_zero_iff' depends on axioms: [propext, Classical.choice, Quot.sound]
'LegendrePolarLadder.rodrigues_legendre' depends on axioms: [propext, Classical.choice, Quot.sound]
'LegendrePolarLadder.polar_equation' depends on axioms: [propext, Classical.choice, Quot.sound]
'LegendrePolarLadder.assocLegendre_equation' depends on axioms: [propext, Classical.choice, Quot.sound]
```

## How the proof follows the calculation

`seed_first_order` is the induction on $l$. The call `linear_combination (X ^ 2 - 1) * ih` multiplies the induction hypothesis by $x^2-1$, as above, and leaves the remaining algebra to be checked as a ring identity.

`seed_ladder` is the induction on $k$. In both cases `congrArg derivative` differentiates a known equation, and `simp only` carries out the product rule. The final `linear_combination` confirms that the coefficients agree, including the value of the bracket.

`polar_eq` combines the two rounds of differentiation into one of order `m + l`. With it, `polar_equation` is `seed_ladder l (m + l)`, and the differential equation in `rodrigues_legendre` comes from `seed_ladder l l`.

For the degrees, `seed_monic` supplies the leading term. `polar_degree` bounds the degree from above by counting derivatives, then shows that the coefficient at $j$ is nonzero. That coefficient is a descending factorial, the $(2l)!/(l-m)!$ found above. `polar_eq_zero_iff` uses this degree in one direction and differentiation past order $2l$ in the other.

`hasDerivAt_weighted` is the product rule for $s^a q$. The hypothesis $x^2<1$ makes $s$ nonzero, as required for differentiating the real power and for writing $s^{a-1}$ as $s^a/s$.

In `assocLegendre_equation`, the step `flux` proves $sf'=s^{m/2}g$ at every point of the open interval. An identity at $x$ alone would not determine a derivative, so `hn` records that the interval is a neighbourhood of $x$, and `congr_of_eventuallyEq` transfers the derivative from $s^{m/2}g$ to the flux. The last `linear_combination` inserts the equation for $y$, evaluated at $x$ as `ho`, and uses $s\,s^{-1}=1$ from `hi` for the cancellation.
